# For \(k>0\), the Hylleraas overlap matrix is positive definite exactly when the exponent triples are distinct

Before diagonalising a helium Hamiltonian in a Hylleraas basis, I Cholesky-factorise the overlap matrix \(S\) to turn \(Hc=ESc\) into an ordinary eigenvalue problem. This needs \(S\) to be positive definite. My basis functions are \(s^a t^b u^c e^{-ks/2}\), with \(s=r_1+r_2\), \(t=|r_1-r_2|\), \(u=r_{12}\) and one common \(k>0\). Here \(r_1\) and \(r_2\) are the distances of the electrons from the nucleus, and \(r_{12}\) is the distance between the electrons. I believe that distinct triples \((a,b,c)\) of natural numbers are enough. Can this be made rigorous and checked by machine, integrals included?

## A vanishing norm forces vanishing coefficients

Yes, and the converse holds too. Write \(\phi_i=s^{a_i}t^{b_i}u^{c_i}e^{-ks/2}\) and \(\Psi_x=\sum_i x_i\phi_i\) with real coefficients \(x_i\). Up to a constant factor \(2\pi^2\), the overlap is

\[
S_{ij}=\int_0^\infty\! ds\int_0^s\! du\int_0^u\! dt\;\phi_i\phi_j\,u(s^2-t^2).
\]

**The integrals converge.** Put \(A=a_i+a_j\), \(B=b_i+b_j\), \(C=c_i+c_j\). The \(t\) integral is

\[
\int_0^u t^B(s^2-t^2)\,dt=\frac{s^2u^{B+1}}{B+1}-\frac{u^{B+3}}{B+3}.
\]

Multiplying by \(u^{C+1}\) and integrating over \(0\le u\le s\), then restoring \(s^Ae^{-ks}\), gives

\[
\left[\frac{1}{(B+1)(B+C+3)}-\frac{1}{(B+3)(B+C+5)}\right]s^{A+B+C+5}e^{-ks},
\]

which is integrable over \(s>0\) because \(k>0\). For the single function with \(a=b=c=0\), the bracket is \(4/15\) and \(S_{11}=\frac{4}{15}\cdot\frac{5!}{k^6}=32/k^6\). Restoring \(2\pi^2\) gives \(64\pi^2/k^6=(8\pi/k^3)^2\), the squared norm of a product of two 1s-type exponentials \(e^{-kr/2}\).

**The quadratic form is a squared norm.** By linearity,

\[
x^{T}Sx=\int_0^\infty\! ds\int_0^s\! du\int_0^u\! dt\;\Psi_x^2\,u(s^2-t^2)\ge 0.
\]

The weight is strictly positive for \(0<t<u<s\), and \(\Psi_x\) is continuous. If \(\Psi_x\) is nonzero at one such point, the integral is therefore positive. So \(x^TSx=0\) implies \(\Psi_x=0\) throughout \(0<t<u<s\).

**Then every coefficient is zero.** Divide by the exponential and take \(t\in(0,1)\), \(u\in(1,2)\), \(s\in(2,3)\). For fixed \(t,u\), the result is a polynomial in \(s\) with infinitely many roots, so each of its coefficients vanishes:

\[
\sum_{i:\,a_i=a}x_i\,t^{b_i}u^{c_i}=0\quad\text{for every }a.
\]

The same argument in \(u\), then in \(t\), leaves \(\sum_{i:\,(a_i,b_i,c_i)=(a,b,c)}x_i=0\). With distinct triples, this sum has at most one term, hence \(x=0\).

**Conversely**, if two different indices carry the same triple, \(S\) has two equal rows and \(\det S=0\), whereas a positive definite matrix has positive determinant.

## What the Lean theorem covers

The main theorem, `overlap_posDef_iff`, says that for real `k` with `0 < k` and any `q : ι → ℕ × ℕ × ℕ` on a finite index type, `(overlap k q).PosDef` holds if and only if `Function.Injective q`. The map `q` assigns a triple to each basis function, and injectivity means that no triple is repeated. `PosDef` means symmetric, with \(x^TSx>0\) for every nonzero real \(x\).

`basisFn` is \(\phi_i\), `trial` is \(\Psi_x\), `shell` is the \(t,u\) integral at fixed \(s\), and `volumeIntegral` adds the integral over \(s>0\). `overlap_apply` writes the matrix elements with summed exponents and \(e^{-ks}\).

The Lean definition starts from the integral over \(s,t,u\); the change of variables from the two electron positions is not formalised. The factor \(2\pi^2\) is left out, which does not affect positivity. The code calls it angular for short: it is \(8\pi^2\) from the angles, times \(1/8\) from the change to \(s\) and \(t\), times \(2\) because \(t\) is restricted to \(t\ge0\). Since \(t\ge0\), an odd power of \(t\) is a power of \(|r_1-r_2|\); the matrix does not describe overlaps between exchange-even and exchange-odd functions of a signed \(t\). The basis has a single exponential parameter and nonnegative integer powers.

For a finite two-electron basis of this kind with distinct triples, the Cholesky step therefore succeeds in exact arithmetic. The theorem puts no bound on the condition number, so a large basis can still fail in floating point.

```lean
import Mathlib

open MeasureTheory Matrix

namespace HylleraasIndependence

noncomputable section

variable {ι : Type*} [Fintype ι]

/-- The Hylleraas basis function `s^a t^b u^c exp(-ks/2)` with exponents `p = (a, b, c)`. -/
def basisFn (k : ℝ) (p : ℕ × ℕ × ℕ) (s t u : ℝ) : ℝ :=
  s ^ p.1 * t ^ p.2.1 * u ^ p.2.2 * Real.exp (-(k / 2) * s)

/-- The trial function with linear coefficients `x` in the Hylleraas basis. -/
def trial (k : ℝ) (q : ι → ℕ × ℕ × ℕ) (x : ι → ℝ) (s t u : ℝ) : ℝ :=
  ∑ i, x i * basisFn k (q i) s t u

/-- The integral over `0 ≤ t ≤ u ≤ s` at fixed `s`, with volume weight `u(s² - t²)`. -/
def shell (f : ℝ → ℝ → ℝ → ℝ) (s : ℝ) : ℝ :=
  ∫ u in (0 : ℝ)..s, ∫ t in (0 : ℝ)..u, f s t u * (u * (s ^ 2 - t ^ 2))

/-- The integral over the whole Hylleraas region `0 ≤ t ≤ u ≤ s`. -/
def volumeIntegral (f : ℝ → ℝ → ℝ → ℝ) : ℝ := ∫ s in Set.Ioi (0 : ℝ), shell f s

/-- The overlap matrix of the Hylleraas basis functions, without the angular factor `2π²`. -/
def overlap (k : ℝ) (q : ι → ℕ × ℕ × ℕ) : Matrix ι ι ℝ :=
  Matrix.of fun i j => volumeIntegral fun s t u => basisFn k (q i) s t u * basisFn k (q j) s t u

/-- If a combination of powers vanishes on an interval, the total coefficient of each power
is zero. -/
theorem power_coeff (l r : ℝ) (hlr : l < r) (y : ι → ℝ) (a : ι → ℕ)
    (h : ∀ z ∈ Set.Ioo l r, ∑ i, y i * z ^ a i = 0) (n : ℕ) :
    ∑ i, y i * (if n = a i then (1 : ℝ) else 0) = 0 := by
  have hp : (∑ i, Polynomial.C (y i) * Polynomial.X ^ a i : Polynomial ℝ) = 0 := by
    refine Polynomial.eq_zero_of_infinite_isRoot _ ((Set.Ioo_infinite hlr).mono fun z hz => ?_)
    show Polynomial.eval z _ = 0
    rw [Polynomial.eval_finsetSum]
    simpa using h z hz
  have hc := congrArg (fun p => Polynomial.coeff p n) hp
  simpa [Polynomial.finsetSum_coeff, Polynomial.coeff_X_pow] using hc

/-- Linear independence: for distinct exponent triples, a trial function that vanishes
throughout `0 < t < u < s` has only zero coefficients. -/
theorem coefficients_vanish {k : ℝ} {q : ι → ℕ × ℕ × ℕ} (hq : Function.Injective q) (x : ι → ℝ)
    (h : ∀ s t u, 0 < t → t < u → u < s → trial k q x s t u = 0) : x = 0 := by
  funext j
  -- separate the powers of s, then of u, then of t
  have s1 : ∀ t ∈ Set.Ioo (0 : ℝ) 1, ∀ u ∈ Set.Ioo (1 : ℝ) 2,
      ∑ i, (x i * t ^ (q i).2.1 * u ^ (q i).2.2) *
        (if (q j).1 = (q i).1 then (1 : ℝ) else 0) = 0 := by
    intro t ht u hu
    refine power_coeff 2 3 (by norm_num) _ _ (fun s hs => ?_) _
    have h0 := h s t u ht.1 (ht.2.trans hu.1) (hu.2.trans hs.1)
    refine (mul_eq_zero.1 (Eq.trans ?_ h0)).resolve_right (Real.exp_ne_zero (-(k / 2) * s))
    unfold trial basisFn
    rw [Finset.sum_mul]
    exact Finset.sum_congr rfl fun i _ => by ring
  have s2 : ∀ t ∈ Set.Ioo (0 : ℝ) 1,
      ∑ i, (x i * (if (q j).1 = (q i).1 then (1 : ℝ) else 0) * t ^ (q i).2.1) *
        (if (q j).2.2 = (q i).2.2 then (1 : ℝ) else 0) = 0 := by
    intro t ht
    refine power_coeff 1 2 (by norm_num) _ _ (fun u hu => ?_) _
    exact Eq.trans (Finset.sum_congr rfl fun i _ => by ring) (s1 t ht u hu)
  have s3 : ∑ i, (x i * (if (q j).1 = (q i).1 then (1 : ℝ) else 0) *
      (if (q j).2.2 = (q i).2.2 then (1 : ℝ) else 0)) *
        (if (q j).2.1 = (q i).2.1 then (1 : ℝ) else 0) = 0 := by
    refine power_coeff 0 1 (by norm_num) _ _ (fun t ht => ?_) _
    exact Eq.trans (Finset.sum_congr rfl fun i _ => by ring) (s2 t ht)
  -- only the term i = j survives, because the triples are distinct
  rw [Finset.sum_eq_single j] at s3
  · simpa using s3
  · intro i _ hij
    by_cases h1 : (q j).1 = (q i).1
    · by_cases h2 : (q j).2.2 = (q i).2.2
      · have h3 : ¬ (q j).2.1 = (q i).2.1 := fun h3 =>
          hij (hq (Prod.ext h1.symm (Prod.ext h3.symm h2.symm)))
        rw [if_neg h3, mul_zero]
      · rw [if_neg h2, mul_zero, zero_mul]
    · rw [if_neg h1, mul_zero, zero_mul, zero_mul]
  · intro hj
    exact absurd (Finset.mem_univ j) hj

/-- In a product of two basis functions the exponents add and the exponential is `exp(-ks)`. -/
theorem basisFn_mul (k : ℝ) (p q : ℕ × ℕ × ℕ) (s t u : ℝ) :
    basisFn k p s t u * basisFn k q s t u =
      s ^ (p.1 + q.1) * t ^ (p.2.1 + q.2.1) * u ^ (p.2.2 + q.2.2) * Real.exp (-k * s) := by
  have e : Real.exp (-k * s) = Real.exp (-(k / 2) * s) * Real.exp (-(k / 2) * s) := by
    rw [← Real.exp_add]
    congr 1
    ring
  rw [e]
  unfold basisFn
  ring

omit [Fintype ι] in
/-- The overlap matrix elements written out as iterated integrals. -/
theorem overlap_apply (k : ℝ) (q : ι → ℕ × ℕ × ℕ) (i j : ι) :
    overlap k q i j = ∫ s in Set.Ioi (0 : ℝ), ∫ u in (0 : ℝ)..s, ∫ t in (0 : ℝ)..u,
      s ^ ((q i).1 + (q j).1) * t ^ ((q i).2.1 + (q j).2.1) * u ^ ((q i).2.2 + (q j).2.2) *
        Real.exp (-k * s) * (u * (s ^ 2 - t ^ 2)) := by
  simp only [overlap, Matrix.of_apply, volumeIntegral, shell, basisFn_mul]

/-- For `k > 0`, the fixed-`s` integral of a product of two basis functions is continuous in `s` and
integrable over `s > 0`. -/
theorem shell_mul_regular {k : ℝ} (hk : 0 < k) (p q : ℕ × ℕ × ℕ) :
    Continuous (shell fun s t u => basisFn k p s t u * basisFn k q s t u) ∧
      IntegrableOn (shell fun s t u => basisFn k p s t u * basisFn k q s t u)
        (Set.Ioi 0) := by
  simp only [basisFn_mul]
  generalize p.1 + q.1 = A
  generalize p.2.1 + q.2.1 = B
  generalize p.2.2 + q.2.2 = C
  have two : ∀ (α β : ℝ) (m n : ℕ) (r : ℝ), ∫ t in (0 : ℝ)..r, (α * t ^ m - β * t ^ n) =
      α * (r ^ (m + 1) / ((m : ℝ) + 1)) - β * (r ^ (n + 1) / ((n : ℝ) + 1)) := by
    intro α β m n r
    rw [intervalIntegral.integral_sub (Continuous.intervalIntegrable (by fun_prop) _ _)
      (Continuous.intervalIntegrable (by fun_prop) _ _), intervalIntegral.integral_const_mul,
      intervalIntegral.integral_const_mul, integral_pow, integral_pow]
    simp
  -- the two inner integrals give a constant times a power of s times the exponential
  have key : (shell fun s t u => s ^ A * t ^ B * u ^ C * Real.exp (-k * s)) = fun s =>
      (1 / ((B : ℝ) + 1) / (((B + C + 2 : ℕ) : ℝ) + 1) -
        1 / (((B + 2 : ℕ) : ℝ) + 1) / (((B + C + 4 : ℕ) : ℝ) + 1)) *
        (s ^ (A + B + C + 5) * Real.exp (-k * s)) := by
    funext s
    have inner : ∀ u : ℝ, ∫ t in (0 : ℝ)..u,
        s ^ A * t ^ B * u ^ C * Real.exp (-k * s) * (u * (s ^ 2 - t ^ 2)) =
        (s ^ (A + 2) * Real.exp (-k * s) / ((B : ℝ) + 1)) * u ^ (B + C + 2) -
        (s ^ A * Real.exp (-k * s) / (((B + 2 : ℕ) : ℝ) + 1)) * u ^ (B + C + 4) := by
      intro u
      calc _ = ∫ t in (0 : ℝ)..u, ((s ^ (A + 2) * u ^ (C + 1) * Real.exp (-k * s)) * t ^ B -
            (s ^ A * u ^ (C + 1) * Real.exp (-k * s)) * t ^ (B + 2)) := by
            congr 1
            funext t
            ring
        _ = _ := by
            rw [two]
            ring
    simp only [shell, inner]
    rw [two]
    ring
  have hint : IntegrableOn (fun s : ℝ => s ^ (A + B + C + 5) * Real.exp (-k * s))
      (Set.Ioi 0) := by
    have h : IntegrableOn (fun s : ℝ => s ^ ((A + B + C + 5 : ℕ) : ℝ) *
        Real.exp (-k * s ^ (1 : ℝ))) (Set.Ioi 0) :=
      integrableOn_rpow_mul_exp_neg_mul_rpow
        (lt_of_lt_of_le (by norm_num) (Nat.cast_nonneg _)) (by norm_num) hk
    simpa only [Real.rpow_natCast, Real.rpow_one] using h
  rw [key]
  exact ⟨by fun_prop, Integrable.const_mul hint _⟩

/-- The fixed-`s` integral of a squared trial function is the double sum over pairs of
basis functions. -/
theorem shell_trial_sq (k : ℝ) (q : ι → ℕ × ℕ × ℕ) (x : ι → ℝ) (s : ℝ) :
    shell (fun s t u => trial k q x s t u ^ 2) s = ∑ p : ι × ι, (x p.1 * x p.2) *
      shell (fun s t u => basisFn k (q p.1) s t u * basisFn k (q p.2) s t u) s := by
  have lin : ∀ (g : ι × ι → ℝ → ℝ), (∀ p, Continuous (g p)) → ∀ r : ℝ,
      ∫ z in (0 : ℝ)..r, ∑ p : ι × ι, (x p.1 * x p.2) * g p z =
        ∑ p : ι × ι, (x p.1 * x p.2) * ∫ z in (0 : ℝ)..r, g p z := by
    intro g hg r
    have hc : ∀ p ∈ (Finset.univ : Finset (ι × ι)),
        IntervalIntegrable (fun z => (x p.1 * x p.2) * g p z) volume 0 r := fun p _ =>
      (continuous_const.mul (hg p)).intervalIntegrable _ _
    rw [intervalIntegral.integral_finsetSum hc]
    exact Finset.sum_congr rfl fun p _ => intervalIntegral.integral_const_mul _ _
  have inner : ∀ u : ℝ, ∫ t in (0 : ℝ)..u, trial k q x s t u ^ 2 * (u * (s ^ 2 - t ^ 2)) =
      ∑ p : ι × ι, (x p.1 * x p.2) * ∫ t in (0 : ℝ)..u,
        basisFn k (q p.1) s t u * basisFn k (q p.2) s t u * (u * (s ^ 2 - t ^ 2)) := by
    intro u
    rw [← lin (fun p t => basisFn k (q p.1) s t u * basisFn k (q p.2) s t u *
      (u * (s ^ 2 - t ^ 2))) (fun p => by unfold basisFn; fun_prop) u]
    congr 1
    funext t
    rw [trial, sq, Finset.sum_mul_sum, Fintype.sum_prod_type, Finset.sum_mul]
    refine Finset.sum_congr rfl fun i _ => ?_
    rw [Finset.sum_mul]
    exact Finset.sum_congr rfl fun j _ => by ring
  simp only [shell, inner]
  refine lin (fun p u => ∫ t in (0 : ℝ)..u, basisFn k (q p.1) s t u *
    basisFn k (q p.2) s t u * (u * (s ^ 2 - t ^ 2))) (fun p => ?_) s
  refine intervalIntegral.continuous_parametric_intervalIntegral_of_continuous ?_ continuous_id
  unfold basisFn Function.uncurry
  fun_prop

/-- For `k > 0`, the quadratic form of the overlap matrix is the squared norm of the trial function,
both without the angular factor `2π²`. -/
theorem overlap_quadratic_form {k : ℝ} (hk : 0 < k) (q : ι → ℕ × ℕ × ℕ) (x : ι → ℝ) :
    x ⬝ᵥ (overlap k q *ᵥ x) = volumeIntegral fun s t u => trial k q x s t u ^ 2 := by
  have e : (volumeIntegral fun s t u => trial k q x s t u ^ 2) =
      ∑ p : ι × ι, (x p.1 * x p.2) * overlap k q p.1 p.2 := by
    simp only [volumeIntegral, shell_trial_sq]
    rw [MeasureTheory.integral_finsetSum _ fun p _ =>
      Integrable.const_mul (shell_mul_regular hk (q p.1) (q p.2)).2 _]
    exact Finset.sum_congr rfl fun p _ => integral_const_mul _ _
  rw [e, Fintype.sum_prod_type]
  simp only [dotProduct, Matrix.mulVec, Finset.mul_sum]
  exact Finset.sum_congr rfl fun i _ => Finset.sum_congr rfl fun j _ => by ring

/-- For `k > 0`, a trial function that is nonzero somewhere in `0 < t < u < s` has positive squared
norm. -/
theorem trial_norm_pos {k : ℝ} (hk : 0 < k) (q : ι → ℕ × ℕ × ℕ) (x : ι → ℝ) {s t u : ℝ}
    (ht : 0 < t) (htu : t < u) (hus : u < s) (hne : trial k q x s t u ≠ 0) :
    0 < volumeIntegral fun s t u => trial k q x s t u ^ 2 := by
  have hw : ∀ s u t : ℝ, 0 ≤ t → t ≤ u → u ≤ s →
      0 ≤ trial k q x s t u ^ 2 * (u * (s ^ 2 - t ^ 2)) := fun s u t h0 h1 h2 =>
    mul_nonneg (sq_nonneg _) (mul_nonneg (h0.trans h1)
      (sub_nonneg.2 (pow_le_pow_left₀ h0 (h1.trans h2) 2)))
  have hin : ∀ s u : ℝ, 0 ≤ u → u ≤ s →
      0 ≤ ∫ t in (0 : ℝ)..u, trial k q x s t u ^ 2 * (u * (s ^ 2 - t ^ 2)) := fun s u h0 h1 =>
    intervalIntegral.integral_nonneg h0 fun t h => hw s u t h.1 h.2 h1
  have hsh : ∀ s : ℝ, 0 ≤ s → 0 ≤ shell (fun s t u => trial k q x s t u ^ 2) s := fun s h0 =>
    intervalIntegral.integral_nonneg h0 fun u h => hin s u h.1 h.2
  have hs : 0 < s := (ht.trans htu).trans hus
  -- positivity passes from the point to the t integral, then to the u integral
  have p1 : 0 < ∫ t in (0 : ℝ)..u, trial k q x s t u ^ 2 * (u * (s ^ 2 - t ^ 2)) := by
    refine intervalIntegral.integral_pos (ht.trans htu) (Continuous.continuousOn ?_)
      (fun t h => hw s u t h.1.le h.2 hus.le) ⟨t, ⟨ht.le, htu.le⟩, ?_⟩
    · unfold trial basisFn
      fun_prop
    · exact mul_pos (pow_pos (abs_pos.2 hne) 2 |>.trans_eq (sq_abs _))
        (mul_pos (ht.trans htu) (by nlinarith))
  have p2 : 0 < shell (fun s t u => trial k q x s t u ^ 2) s := by
    refine intervalIntegral.integral_pos hs (Continuous.continuousOn ?_)
      (fun u h => hin s u h.1.le h.2) ⟨u, ⟨(ht.trans htu).le, hus.le⟩, p1⟩
    refine intervalIntegral.continuous_parametric_intervalIntegral_of_continuous ?_ continuous_id
    unfold trial basisFn Function.uncurry
    fun_prop
  have e := funext (shell_trial_sq k q x)
  have hc : Continuous (shell fun s t u => trial k q x s t u ^ 2) := by
    rw [e]
    exact continuous_finsetSum _ fun p _ =>
      continuous_const.mul (shell_mul_regular hk (q p.1) (q p.2)).1
  have hi : IntegrableOn (shell fun s t u => trial k q x s t u ^ 2) (Set.Ioi 0) := by
    rw [e]
    exact MeasureTheory.integrable_finsetSum _ fun p _ =>
      Integrable.const_mul (shell_mul_regular hk (q p.1) (q p.2)).2 _
  -- the part of the s integral up to the chosen point is already positive
  have p3 := intervalIntegral.integral_pos hs hc.continuousOn (fun r h => hsh r h.1.le)
    ⟨s, ⟨hs.le, le_rfl⟩, p2⟩
  rw [intervalIntegral.integral_of_le hs.le] at p3
  exact p3.trans_le (setIntegral_mono_set hi
    (ae_restrict_of_forall_mem measurableSet_Ioi fun r hr => hsh r (le_of_lt hr))
    (Set.Ioc_subset_Ioi_self.eventuallyLE))

/-- For `k > 0` the Hylleraas overlap matrix is positive definite exactly when the exponent
triples are pairwise distinct. -/
theorem overlap_posDef_iff {k : ℝ} (hk : 0 < k) (q : ι → ℕ × ℕ × ℕ) :
    (overlap k q).PosDef ↔ Function.Injective q := by
  classical
  constructor
  · -- a repeated triple gives two equal rows
    intro h i j hij
    by_contra hne
    have h0 : (overlap k q).det = 0 := Matrix.det_zero_of_row_eq hne (by
      funext l
      simp only [overlap, Matrix.of_apply, hij])
    exact h.det_pos.ne' h0
  · intro hq
    refine Matrix.posDef_iff_dotProduct_mulVec.2 ⟨?_, ?_⟩
    · refine Matrix.IsHermitian.ext fun i j => ?_
      simp only [overlap, Matrix.of_apply, star_trivial]
      congr 1
      funext s t u
      ring
    · intro x hx
      rw [star_trivial, overlap_quadratic_form hk]
      by_contra hcon
      refine hx (coefficients_vanish (k := k) hq x fun s t u ht htu hus => ?_)
      by_contra hne
      exact hcon (trial_norm_pos hk q x ht htu hus hne)

end

end HylleraasIndependence
```

```lean
#print axioms HylleraasIndependence.overlap_apply
#print axioms HylleraasIndependence.overlap_posDef_iff
```

```
'HylleraasIndependence.overlap_apply' depends on axioms: [propext, Classical.choice, Quot.sound]
'HylleraasIndependence.overlap_posDef_iff' depends on axioms: [propext, Classical.choice, Quot.sound]
```

## How the Lean proof follows the calculation

`power_coeff` is the root-counting step: it builds the polynomial, shows that it is zero because it has infinitely many roots, and reads off one coefficient. The `if` expressions act as Kronecker deltas. `coefficients_vanish` applies it three times, in `s1`, `s2` and `s3`, on the intervals used above; injectivity then leaves only the term `i = j`. This lemma needs no sign condition on `k`.

`shell_mul_regular` evaluates the two inner integrals in closed form (`key`) and deduces continuity and integrability in \(s\). `shell_trial_sq` expands the square into a double sum and moves the sum through the \(t\) and \(u\) integrals. `overlap_quadratic_form` does the same for the \(s\) integral, where integrability is needed.

`trial_norm_pos` starts from a point where the trial function is nonzero. Positivity passes to the \(t\) integral (`p1`), the \(u\) integral (`p2`) and the \(s\) integral up to the chosen point (`p3`). The rest of the half-line contributes a nonnegative amount.

In the final theorem, the forward direction uses the equal rows. The reverse direction checks symmetry, then argues by contradiction: if \(x^TSx\) were not positive, `trial_norm_pos` would force the trial function to vanish throughout the region, and `coefficients_vanish` would give \(x=0\).
